# Twofold symmetry about x alone does not force a scalar Green's matrix on the p orbitals

A non-interacting Hamiltonian on the three orbitals p_x, p_y, p_z can commute with the twofold rotation about the x axis and still have a Green's matrix that is not a multiple of the identity. The declaration shows this with one example: H = diag(0, 1, 1), whose Green's matrix at energy 2 is G = diag(1/2, 1, 1). It states that H commutes with the rotation diag(1, −1, −1), that (2 − H)G = 1, and that G differs from c·1 for every complex c. The attempt checks the two matrix equations entry by entry, and refutes G = c·1 by comparing the first two diagonal entries, which would give 1/2 = 1.

Lean 4 with Mathlib refuses this proof:

```lean
import Mathlib

open Matrix

namespace CubicSiteSymmetry

noncomputable section

variable {n a b : Type*} [Fintype n] [DecidableEq n] [Fintype a] [DecidableEq a]
  [Fintype b] [DecidableEq b]

/-- The twofold rotation about the x axis, acting on the orbitals p_x, p_y, p_z. -/
def twofold : Matrix (Fin 3) (Fin 3) ℂ := !![1, 0, 0; 0, -1, 0; 0, 0, -1]

/-- `G` is the Green's matrix of the Hamiltonian `H` at the complex energy `z`. -/
def IsGreen (z : ℂ) (H G : Matrix n n ℂ) : Prop := (z • 1 - H) * G = 1

/-- The twofold rotation alone is not enough: this Hamiltonian commutes with it, and its
Green's matrix at energy 2 is not a scalar matrix. -/
theorem twofold_not_enough :
    let H : Matrix (Fin 3) (Fin 3) ℂ := !![0, 0, 0; 0, 1, 0; 0, 0, 1]
    let G : Matrix (Fin 3) (Fin 3) ℂ := !![1 / 2, 0, 0; 0, 1, 0; 0, 0, 1]
    H * twofold = twofold * H ∧ IsGreen 2 H G ∧ ∀ c : ℂ, G ≠ c • 1 := by
  intro H G
  refine ⟨?_, ?_, ?_⟩
  · ext i j
    fin_cases i <;> fin_cases j <;> simp [H, twofold, Matrix.mul_apply, Fin.sum_univ_three]
  · unfold IsGreen
    ext i j
    fin_cases i <;> fin_cases j <;>
      norm_num [H, G, Matrix.mul_apply, Fin.sum_univ_three, Matrix.one_apply]
  · intro c h
    have h0 : (1 / 2 : ℂ) = c := by simpa [G] using congrFun (congrFun h 0) 0
    have h1 : (1 : ℂ) = c := by simpa [G] using congrFun (congrFun h 1) 1
    rw [← h1] at h0
    norm_num at h0

end

end CubicSiteSymmetry
```

Compiling this gives:

```
Main.lean:28:2: error: unsolved goals
case refine_2.«0».«0»
H : Matrix (Fin 3) (Fin 3) ℂ := !![0, 0, 0; 0, 1, 0; 0, 0, 1]
G : Matrix (Fin 3) (Fin 3) ℂ := !![1 / 2, 0, 0; 0, 1, 0; 0, 0, 1]
⊢ (if 0 = 2 then 2 else 0) - ![0, 0, 0] 2 = 0 ∨ vecCons (1 / 2) (fun i => vecCons 0 (fun i => 0) i) 2 = 0

case refine_2.«0».«1»
H : Matrix (Fin 3) (Fin 3) ℂ := !![0, 0, 0; 0, 1, 0; 0, 0, 1]
G : Matrix (Fin 3) (Fin 3) ℂ := !![1 / 2, 0, 0; 0, 1, 0; 0, 0, 1]
⊢ (if 0 = 2 then 2 else 0) - ![0, 0, 0] 2 = 0 ∨ vecCons 0 (fun i => vecCons 1 (fun i => 0) i) 2 = 0

case refine_2.«0».«2»
H : Matrix (Fin 3) (Fin 3) ℂ := !![0, 0, 0; 0, 1, 0; 0, 0, 1]
G : Matrix (Fin 3) (Fin 3) ℂ := !![1 / 2, 0, 0; 0, 1, 0; 0, 0, 1]
⊢ (if 0 = 2 then 2 else 0) - ![0, 0, 0] 2 = 0 ∨ vecCons 0 (fun i => vecCons 0 (fun i => 1) i) 2 = 0

case refine_2.«1».«0»
H : Matrix (Fin 3) (Fin 3) ℂ := !![0, 0, 0; 0, 1, 0; 0, 0, 1]
G : Matrix (Fin 3) (Fin 3) ℂ := !![1 / 2, 0, 0; 0, 1, 0; 0, 0, 1]
⊢ (if 1 = 2 then 2 else 0) - ![0, 1, 0] 2 = 0 ∨ vecCons (1 / 2) (fun i => vecCons 0 (fun i => 0) i) 2 = 0

case refine_2.«1».«1»
H : Matrix (Fin 3) (Fin 3) ℂ := !![0, 0, 0; 0, 1, 0; 0, 0, 1]
G : Matrix (Fin 3) (Fin 3) ℂ := !![1 / 2, 0, 0; 0, 1, 0; 0, 0, 1]
⊢ (if 1 = 2 then 2 else 0) - ![0, 1, 0] 2 = 0 ∨ vecCons 0 (fun i => vecCons 1 (fun i => 0) i) 2 = 0

case refine_2.«1».«2»
H : Matrix (Fin 3) (Fin 3) ℂ := !![0, 0, 0; 0, 1, 0; 0, 0, 1]
G : Matrix (Fin 3) (Fin 3) ℂ := !![1 / 2, 0, 0; 0, 1, 0; 0, 0, 1]
⊢ (if 1 = 2 then 2 else 0) - ![0, 1, 0] 2 = 0 ∨ vecCons 0 (fun i => vecCons 0 (fun i => 1) i) 2 = 0

case refine_2.«2».«0»
H : Matrix (Fin 3) (Fin 3) ℂ := !![0, 0, 0; 0, 1, 0; 0, 0, 1]
G : Matrix (Fin 3) (Fin 3) ℂ := !![1 / 2, 0, 0; 0, 1, 0; 0, 0, 1]
⊢ (if ⟨2, ⋯⟩ = 2 then 2 else 0) - ![0, 0, 1] 2 = 0 ∨ vecCons (1 / 2) (fun i => vecCons 0 (fun i => 0) i) 2 = 0

case refine_2.«2».«1»
H : Matrix (Fin 3) (Fin 3) ℂ := !![0, 0, 0; 0, 1, 0; 0, 0, 1]
G : Matrix (Fin 3) (Fin 3) ℂ := !![1 / 2, 0, 0; 0, 1, 0; 0, 0, 1]
⊢ (if ⟨2, ⋯⟩ = 2 then 2 else 0) - ![0, 0, 1] 2 = 0 ∨ vecCons 0 (fun i => vecCons 1 (fun i => 0) i) 2 = 0

case refine_2.«2».«2»
H : Matrix (Fin 3) (Fin 3) ℂ := !![0, 0, 0; 0, 1, 0; 0, 0, 1]
G : Matrix (Fin 3) (Fin 3) ℂ := !![1 / 2, 0, 0; 0, 1, 0; 0, 0, 1]
⊢ ((if ⟨2, ⋯⟩ = 2 then 2 else 0) - ![0, 0, 1] 2) * vecCons 0 (fun i => vecCons 0 (fun i => 1) i) 2 = 1
```

Diagnosis. The one error is in the proof of (2 − H)G = 1, where all nine entries are left open. Each remaining goal is stuck at the index 2: `![0, 0, 0] 2` is not read off as 0, and tests such as `0 = 2` or `⟨2, ⋯⟩ = 2` between indices in `Fin 3` are not decided. The terms with indices 0 and 1 are gone, because ordinary simp lemmas cover them. Reading a vector at a literal index such as 2, and comparing literals in `Fin 3`, is the work of simprocs, small programs that `simp` runs by default and `norm_num` does not. So `norm_num` stops there, though the goals are true.

The repair calls `simp` with the same lemmas, so the simprocs evaluate these terms. The added `<;> norm_num` then runs on whatever goals `simp` leaves, to finish numerical arithmetic in ℂ such as 2 − 1 = 1.

The change, after which it compiles:

```diff
@@ -29,5 +29,5 @@
     ext i j
     fin_cases i <;> fin_cases j <;>
-      norm_num [H, G, Matrix.mul_apply, Fin.sum_univ_three, Matrix.one_apply]
+      simp [H, G, Matrix.mul_apply, Fin.sum_univ_three, Matrix.one_apply] <;> norm_num
   · intro c h
     have h0 : (1 / 2 : ℂ) = c := by simpa [G] using congrFun (congrFun h 0) 0
```
